# A positive real level shift moves the intruder pole of a perturber's energy contribution from gap 0 to gap −s

After a real level shift \(s>0\) has been added to a CASPT2 calculation to remove an intruder state, the zeroth-order gaps should be inspected again, this time for values near \(-s\). For perturber functions that couple to the reference but not to one another, the shift makes the energy finite at zero gap and divergent at gap \(-s\).

## The corrected energy and its pole

Let the reference and a perturber function be normalised and orthogonal to each other. Let \(D\) be the zeroth-order energy of the perturber minus that of the reference, and \(V\neq 0\) their real coupling through the full Hamiltonian. An intruder is a perturber with \(D\) close to zero. "Pair" below means the reference together with one perturber, not an electron pair. The shifted first-order equation for the amplitude \(t\) is

\[ (D+s)\,t+V=0 . \]

Since \(V\neq0\), a solution requires \(D+s\neq0\), and then \(t=-V/(D+s)\). The level-shift correction subtracts \(st^2\) from the second-order energy \(Vt\), which cancels the leading effect of the shift when \(s\ll|D|\):

\[ E(D)=Vt-st^2=-\frac{V^2}{D+s}-\frac{sV^2}{(D+s)^2}=-\frac{V^2(D+2s)}{(D+s)^2}. \]

At the original pole, \(E(0)=-2V^2s/s^2=-2V^2/s\). As \(D\to-s\), the numerator tends to \(-V^2s<0\) and the denominator tends to zero through positive values, so \(E\to-\infty\) from both sides. Elsewhere \(E\) is a quotient of continuous functions with nonzero denominator, hence continuous.

Without a shift, \(E=-V^2/D\), which tends to \(-\infty\) from above \(D=0\) and to \(+\infty\) from below. The shifted energy has no positive divergence, because

\[ \frac{V^2}{4s}-(Vt-st^2)=\frac{(2st-V)^2}{4s}\ge 0 . \]

Equality means \(t=V/(2s)\). Comparison with \(t=-V/(D+s)\) gives \(D+s=-2s\), that is, \(D=-3s\).

Now take finitely many pairs with couplings \(V_k\) and gaps \(D_k+x\), where \(x\) is a common displacement. Writing \(E_k\) for the energy of pair \(k\) and bounding every pair except \(j\) gives

\[ \sum_k E_k(D_k+x)\le E_j(D_j+x)+\sum_{k\ne j}\frac{V_k^2}{4s}. \]

If \(V_j\neq0\), the right-hand side tends to \(-\infty\) as \(D_j+x\to-s\), so the other pairs cannot cancel the divergence.

## The pair energy in Lean

```lean
import Mathlib

open Filter Topology

namespace LevelShiftIntruder

noncomputable section
```

Couplings, shift and gap are real numbers, and the closed form serves as the definition.

```lean
/-- The level-shift-corrected pair energy for coupling `V`, real shift `s` and energy gap `D`,
defined for `D ≠ -s`. -/
def pairEnergy (V s D : ℝ) : ℝ := -(V ^ 2 * (D + 2 * s)) / (D + s) ^ 2
```

At \(D=-s\) Lean's division returns 0; the limits below exclude that point, and for \(V\neq0\) no value there would make the function continuous.

The next theorem ties the definition to the amplitude equation. It first excludes \(D+s=0\), then clears the denominator; `linear_combination` verifies that the remaining identity is a multiple of the equation `h`.

```lean
/-- If the amplitude `t` solves the shifted first-order equation `(D + s) t + V = 0` with nonzero
coupling, then the corrected energy `V t - s t ^ 2` is the pair energy. -/
theorem corrected_energy_eq {V s D t : ℝ} (hV : V ≠ 0) (h : (D + s) * t + V = 0) :
    V * t - s * t ^ 2 = pairEnergy V s D := by
  -- a nonzero coupling excludes a vanishing shifted gap
  have hu : D + s ≠ 0 := by
    intro h0
    rw [h0] at h
    exact hV (by linarith)
  unfold pairEnergy
  rw [eq_div_iff (pow_ne_zero 2 hu)]
  linear_combination (t * (D + s) ^ 2 + (D + 2 * s) * (V - (D + s) * t)) * h
```

## The upper bound and the unshifted pole

The bound comes from the square \((2st-V)^2\), supplied to `nlinarith`. In the equality case that square vanishes, and combining \(2st=V\) with the amplitude equation gives \((D+3s)t=0\), where \(t\neq0\).

```lean
/-- For positive shift and nonzero coupling, the corrected energy of an amplitude solving the
shifted equation is at most `V ^ 2 / (4 s)`, and this value is reached exactly at `D = -3 s`. -/
theorem corrected_energy_le {V s D t : ℝ} (hV : V ≠ 0) (hs : 0 < s)
    (h : (D + s) * t + V = 0) :
    V * t - s * t ^ 2 ≤ V ^ 2 / (4 * s) ∧
      (V * t - s * t ^ 2 = V ^ 2 / (4 * s) ↔ D = -3 * s) := by
  have h4 : 0 < 4 * s := by positivity
  constructor
  · rw [le_div_iff₀ h4]
    nlinarith [sq_nonneg (2 * s * t - V)]
  · rw [eq_div_iff h4.ne']
    constructor
    · intro he
      -- equality forces the amplitude `t = V / (2 s)`
      have hsq : (2 * s * t - V) ^ 2 = 0 := by linear_combination -he
      have hlin : 2 * s * t - V = 0 := pow_eq_zero_iff (two_ne_zero) |>.mp hsq
      have ht : t ≠ 0 := by
        intro h0
        rw [h0] at h
        exact hV (by linarith)
      have hprod : (D + 3 * s) * t = 0 := by linear_combination h + hlin
      rcases mul_eq_zero.mp hprod with h1 | h1
      · linarith
      · exact absurd h1 ht
    · intro hD
      subst hD
      linear_combination -(V - 2 * s * t) * h
```

For zero shift, the function is rewritten as \(-V^2D^{-1}\). The filters `𝓝[>] 0` and `𝓝[<] 0` express approach from above and below; `atBot` and `atTop` stand for \(-\infty\) and \(+\infty\).

```lean
/-- Without a shift, the pair energy of a coupled pair tends to minus infinity as the gap
approaches zero from above and to plus infinity as it approaches zero from below. -/
theorem unshifted_pole {V : ℝ} (hV : V ≠ 0) :
    Tendsto (pairEnergy V 0) (𝓝[>] 0) atBot ∧ Tendsto (pairEnergy V 0) (𝓝[<] 0) atTop := by
  have hf : pairEnergy V 0 = fun D => -V ^ 2 * D⁻¹ := by
    funext D
    rcases eq_or_ne D 0 with h | h
    · simp [pairEnergy, h]
    · have h2 : (D + 0) ^ 2 ≠ 0 := by simpa using h
      unfold pairEnergy
      rw [← div_eq_mul_inv, div_eq_div_iff h2 h]
      ring
  have hneg : -V ^ 2 < 0 := neg_lt_zero.mpr (by positivity)
  rw [hf]
  exact ⟨tendsto_const_nhds.neg_mul_atTop hneg tendsto_inv_nhdsGT_zero,
    tendsto_const_nhds.neg_mul_atBot hneg tendsto_inv_nhdsLT_zero⟩
```

## Divergence at the displaced pole

Here `𝓝[≠] (-s)` means approach to \(-s\) through other values. `hnum` and `hden` are the two limits of the hand argument, and `neg_mul_atTop` multiplies a negative limit by a reciprocal tending to \(+\infty\).

```lean
/-- For nonzero coupling and positive shift, the pair energy tends to minus infinity as the gap
approaches `-s` through values different from `-s`. -/
theorem tendsto_displaced_pole {V s : ℝ} (hV : V ≠ 0) (hs : 0 < s) :
    Tendsto (pairEnergy V s) (𝓝[≠] (-s)) atBot := by
  -- the numerator has a negative limit
  have hnum : Tendsto (fun D : ℝ => -(V ^ 2 * (D + 2 * s))) (𝓝[≠] (-s))
      (𝓝 (-(V ^ 2 * (-s + 2 * s)))) :=
    (Continuous.tendsto (by fun_prop) (-s)).mono_left nhdsWithin_le_nhds
  have hneg : -(V ^ 2 * (-s + 2 * s)) < 0 := by
    have h1 : 0 < V ^ 2 * s := by positivity
    linarith
  -- the squared shifted gap tends to zero through positive values
  have hden : Tendsto (fun D : ℝ => (D + s) ^ 2) (𝓝[≠] (-s)) (𝓝[>] 0) := by
    refine tendsto_nhdsWithin_iff.mpr ⟨?_, ?_⟩
    · have hc : Tendsto (fun D : ℝ => (D + s) ^ 2) (𝓝 (-s)) (𝓝 ((-s + s) ^ 2)) :=
        Continuous.tendsto (by fun_prop) (-s)
      have h0 : (-s + s) ^ 2 = 0 := by ring
      rw [h0] at hc
      exact hc.mono_left nhdsWithin_le_nhds
    · filter_upwards [self_mem_nhdsWithin] with D hD
      have hu : D + s ≠ 0 := fun h => hD (eq_neg_of_add_eq_zero_left h)
      exact Set.mem_Ioi.mpr (by positivity)
  exact hnum.neg_mul_atTop hneg (tendsto_inv_nhdsGT_zero.comp hden)
```

A function tending to \(-\infty\) has no finite limit, which rules out continuity at \(-s\); the converse is continuity of a quotient.

```lean
/-- For nonzero coupling and positive shift, the pair energy is continuous at a gap `D` exactly
when `D ≠ -s`. -/
theorem continuousAt_iff {V s : ℝ} (hV : V ≠ 0) (hs : 0 < s) (D : ℝ) :
    ContinuousAt (pairEnergy V s) D ↔ D ≠ -s := by
  constructor
  · intro hc hD
    subst hD
    exact not_tendsto_nhds_of_tendsto_atBot (tendsto_displaced_pole hV hs) _
      (hc.tendsto.mono_left nhdsWithin_le_nhds)
  · intro hD
    have hu : (D + s) ^ 2 ≠ 0 := pow_ne_zero 2 fun h => hD (eq_neg_of_add_eq_zero_left h)
    unfold pairEnergy
    exact ContinuousAt.div (by fun_prop) (by fun_prop) hu
```

The central theorem collects the value at zero gap, continuity there, and the two one-sided limits, obtained by restricting the previous limit to each side.

```lean
/-- For nonzero coupling and positive shift, the pair energy equals `-2 V ^ 2 / s` at zero gap and
is continuous there, but tends to minus infinity as the gap approaches `-s` from either side. -/
theorem shift_relocates_intruder {V s : ℝ} (hV : V ≠ 0) (hs : 0 < s) :
    pairEnergy V s 0 = -2 * V ^ 2 / s ∧ ContinuousAt (pairEnergy V s) 0 ∧
      Tendsto (pairEnergy V s) (𝓝[<] (-s)) atBot ∧
      Tendsto (pairEnergy V s) (𝓝[>] (-s)) atBot := by
  have h := tendsto_displaced_pole hV hs
  refine ⟨?_, (continuousAt_iff hV hs 0).mpr (by linarith [hs] |> fun h : -s < 0 => h.ne'),
    h.mono_left (nhdsWithin_mono _ fun x hx => (Set.mem_Iio.mp hx).ne),
    h.mono_left (nhdsWithin_mono _ fun x hx => (Set.mem_Ioi.mp hx).ne')⟩
  unfold pairEnergy
  rw [div_eq_div_iff (by positivity) hs.ne']
  ring
```

## Several pairs with a common displacement

The finite type `ι` labels the pairs. `hbound` is the upper bound for any coupling, including zero, and `hmove` carries the approach of \(x\) to \(-s-D_j\) over to the gap of pair \(j\). The sum is then split into pair \(j\) and the rest, and `tendsto_atBot_mono` applies the displayed inequality.

```lean
/-- Let the gaps `D k` of finitely many pairs be displaced by a common amount `x`, with positive
shift `s`. If pair `j` has nonzero coupling, the total corrected energy tends to minus infinity
as the displaced gap `D j + x` approaches `-s`. -/
theorem total_energy_diverges {ι : Type*} [Fintype ι] (V D : ι → ℝ) {s : ℝ} (hs : 0 < s)
    (j : ι) (hj : V j ≠ 0) :
    Tendsto (fun x => ∑ k, pairEnergy (V k) s (D k + x)) (𝓝[≠] (-s - D j)) atBot := by
  classical
  -- every pair energy is bounded above, so no other pair can cancel the divergence
  have hbound : ∀ v d : ℝ, pairEnergy v s d ≤ v ^ 2 / (4 * s) := by
    intro v d
    rcases eq_or_ne (d + s) 0 with hu | hu
    · have h0 : pairEnergy v s d = 0 := by simp [pairEnergy, hu]
      rw [h0]
      positivity
    · unfold pairEnergy
      rw [div_le_div_iff₀ (by positivity) (by positivity)]
      nlinarith [sq_nonneg (v * (d + 3 * s))]
  have hmove : Tendsto (fun x => D j + x) (𝓝[≠] (-s - D j)) (𝓝[≠] (-s)) := by
    refine tendsto_nhdsWithin_iff.mpr ⟨?_, ?_⟩
    · have hc : Tendsto (fun x => D j + x) (𝓝 (-s - D j)) (𝓝 (D j + (-s - D j))) :=
        Continuous.tendsto (by fun_prop) _
      rw [add_sub_cancel] at hc
      exact hc.mono_left nhdsWithin_le_nhds
    · filter_upwards [self_mem_nhdsWithin] with x hx
      intro h
      have h' : D j + x = -s := h
      exact hx (show x = -s - D j by linarith)
  have hpair := (tendsto_displaced_pole hj hs).comp hmove
  refine tendsto_atBot_mono (fun x => ?_) (tendsto_atBot_add_const_right _
    (∑ k ∈ Finset.univ.erase j, V k ^ 2 / (4 * s)) hpair)
  rw [← Finset.add_sum_erase Finset.univ _ (Finset.mem_univ j)]
  exact add_le_add le_rfl (Finset.sum_le_sum fun k _ => hbound (V k) (D k + x))

end

end LevelShiftIntruder
```

Fixed couplings and a common displacement of the gaps are a model: along a real potential-energy curve, couplings and gaps generally vary individually. In CASPT2 the perturber functions may also couple to one another through the zeroth-order Hamiltonian; at a fixed geometry the pair formulas then apply to the orthonormal eigenfunctions of that Hamiltonian in the perturber space.

```lean
#print axioms LevelShiftIntruder.corrected_energy_le
-- 'LevelShiftIntruder.corrected_energy_le' depends on axioms: [propext, Classical.choice, Quot.sound]
#print axioms LevelShiftIntruder.unshifted_pole
-- 'LevelShiftIntruder.unshifted_pole' depends on axioms: [propext, Classical.choice, Quot.sound]
#print axioms LevelShiftIntruder.shift_relocates_intruder
-- 'LevelShiftIntruder.shift_relocates_intruder' depends on axioms: [propext, Classical.choice, Quot.sound]
#print axioms LevelShiftIntruder.total_energy_diverges
-- 'LevelShiftIntruder.total_energy_diverges' depends on axioms: [propext, Classical.choice, Quot.sound]
```
